# Unitary scattering gives nonnegative Landauer dissipation and equal two-lead transmissions

**Q.** Take a coherent conductor with a unitary scattering matrix $S$, where $S_{ij}$ is the amplitude from channel $j$ into channel $i$. Each channel belongs to a lead, and $T_{ab}$ is the sum of $|S_{ij}|^2$ over $i$ in lead $a$ and $j$ in lead $b$, so it describes transmission from $b$ to $a$. With small lead voltages $V_a$, and with the unit of conductance left out, the file takes the current out of lead $a$ to be

$$I_a=\sum_b T_{ab}(V_a-V_b).$$

But what leaves $a$ is governed by $T_{ba}$. Isn't the wrong transmission attached to $V_a$?

**A.** Counting departures minus arrivals would give $I_a=\sum_b (T_{ba}V_a-T_{ab}V_b)$. The two expressions agree when $\sum_b T_{ab}=\sum_b T_{ba}$, which unitarity guarantees, as `lead_balance` shows below. The choice decides which property is free. In the file's form, equal voltages give zero current for any matrix, and conservation at all voltages is equivalent to this balance. In the other form, the currents sum to zero for any matrix, and it is the vanishing at equal voltages that is equivalent to the balance. Unitarity is sufficient for the balance but not necessary.

```lean
import Mathlib

open Finset

namespace LandauerDissipation

noncomputable section

variable {n L : Type*} [Fintype n] [DecidableEq n] [Fintype L] [DecidableEq L]

/-- Total transmission `T_ab`: the sum of `|S_ij|²` over channels `i` in lead `a` and
`j` in lead `b`. -/
def transmission (S : Matrix n n ℂ) (lead : n → L) (a b : L) : ℝ :=
  ∑ i with lead i = a, ∑ j with lead j = b, ‖S i j‖ ^ 2

/-- Landauer current `I_a = ∑_b T_ab (V_a - V_b)`, with the physical prefactor left out; `V` may be
the lead voltages or the lead occupations at one energy. -/
def current (S : Matrix n n ℂ) (lead : n → L) (V : L → ℝ) (a : L) : ℝ :=
  ∑ b, transmission S lead a b * (V a - V b)
```

**Q.** How do I read these types as physics?

**A.** `n` is the finite set of channels and `L` the finite set of leads. The map `lead : n → L` puts each channel in exactly one lead. The diagonal term $T_{aa}$ is reflection, and it drops out of the current. If spin is counted in the channels, the unit of conductance is $e^2/h$. The function `V` can hold voltages, for linear response at low temperature with $S$ taken at the Fermi energy, or occupations at one energy, in which case `current` is a particle current per unit energy in units of $1/h$.

The hypothesis `S ∈ Matrix.unitaryGroup n ℂ` stands for elastic scattering without loss, with amplitudes normalised to carry unit flux. The Landauer formula itself enters as a definition and is not derived from a Hamiltonian. Interactions and inelastic scattering inside the conductor are left out.

Two more definitions serve the later results: the Fermi occupation, written with inverse temperature $\beta$, and a three-port device that passes each channel on to the next.

```lean
/-- Fermi occupation at energy `E` for inverse temperature `β` and chemical potential `μ`. -/
def fermi (β μ E : ℝ) : ℝ := 1 / (Real.exp (β * (E - μ)) + 1)

/-- The three-port circulator, which sends channel 0 to 1, 1 to 2 and 2 to 0. -/
def circulator : Matrix (Fin 3) (Fin 3) ℂ := !![0, 0, 1; 1, 0, 0; 0, 1, 0]
```

**Q.** Show me the balance you relied on.

**A.** The diagonal entry $(i,i)$ of $SS^\dagger=1$ reads $\sum_j S_{ij}S_{ij}^*=\sum_j|S_{ij}|^2=1$. Lean extracts the same entry and then passes from complex to real numbers.

```lean
/-- The scattering probabilities in each row of a unitary matrix add to one. -/
lemma row_probability {S : Matrix n n ℂ} (hS : S ∈ Matrix.unitaryGroup n ℂ) (i : n) :
    ∑ j, ‖S i j‖ ^ 2 = 1 := by
  have h := congrFun (congrFun (Matrix.mem_unitaryGroup_iff.mp hS) i) i
  rw [Matrix.mul_apply, Matrix.one_apply_eq] at h
  have h2 : ((∑ j, ‖S i j‖ ^ 2 : ℝ) : ℂ) = 1 := by
    refine Eq.trans ?_ h
    push_cast
    refine sum_congr rfl fun j _ => ?_
    rw [Matrix.star_apply]
    exact (Complex.mul_conj' (S i j)).symm
  exact_mod_cast h2
```

The columns are normalised too, because $S^\dagger S=1$. Now let $N_a$ be the number of channels in lead $a$. Summing over all leads $b$ removes the restriction on one index:

$$\sum_b T_{ab}=\sum_{i\in a}\sum_j|S_{ij}|^2=N_a,\qquad \sum_b T_{ba}=\sum_{j\in a}\sum_i|S_{ij}|^2=N_a.$$

In the proof, `hrow` and `hcol` are these two counts, with `sum_fiberwise` merging the sum over leads into a sum over channels. The column count applies the row lemma to `star S`.

```lean
/-- For every lead, the transmissions summed over the second index equal those summed over
the first. -/
lemma lead_balance {S : Matrix n n ℂ} (hS : S ∈ Matrix.unitaryGroup n ℂ)
    (lead : n → L) (a : L) :
    ∑ b, transmission S lead a b = ∑ b, transmission S lead b a := by
  have hS' : star S ∈ Matrix.unitaryGroup n ℂ := by
    rw [Matrix.mem_unitaryGroup_iff, star_star]
    exact Matrix.mem_unitaryGroup_iff'.mp hS
  -- both sides count the channels of the lead
  have hrow : ∑ b, transmission S lead a b = ∑ i with lead i = a, (1 : ℝ) := by
    unfold transmission
    rw [sum_comm]
    refine sum_congr rfl fun i _ => ?_
    rw [sum_fiberwise]
    exact row_probability hS i
  have hcol : ∑ b, transmission S lead b a = ∑ i with lead i = a, (1 : ℝ) := by
    unfold transmission
    rw [sum_fiberwise, sum_comm]
    refine sum_congr rfl fun j _ => ?_
    simpa [Matrix.star_apply] using row_probability hS' j
  rw [hrow, hcol]
```

Multiply the balance by any function $\varphi_a$ of the lead, sum over $a$, and exchange the names $a$ and $b$ on one side:

$$\sum_{ab}T_{ab}\varphi_a=\sum_{ab}T_{ba}\varphi_a=\sum_{ab}T_{ab}\varphi_b.$$

```lean
/-- Any lead quantity `φ`, weighted by the transmissions, has the same total whether it is
evaluated at the first or at the second lead. -/
lemma weighted_balance {S : Matrix n n ℂ} (hS : S ∈ Matrix.unitaryGroup n ℂ)
    (lead : n → L) (φ : L → ℝ) :
    ∑ a, ∑ b, transmission S lead a b * φ a = ∑ a, ∑ b, transmission S lead a b * φ b := by
  calc ∑ a, ∑ b, transmission S lead a b * φ a
      = ∑ a, ∑ b, transmission S lead b a * φ a :=
        sum_congr rfl fun a _ => by rw [← sum_mul, ← sum_mul, lead_balance hS lead a]
    _ = ∑ a, ∑ b, transmission S lead a b * φ b := sum_comm
```

With $\varphi=V$ this says $\sum_a I_a=0$, a one-line consequence for which the file has no separate theorem.

**Q.** Without time-reversal symmetry $T_{ab}$ need not be symmetric. Why should the power be positive?

**A.** The balance symmetrises it. For each pair of leads,

$$(V_a-V_b)V_a=\tfrac12(V_a-V_b)^2+\tfrac12(V_a^2-V_b^2).$$

Multiply by $T_{ab}$ and sum. The last bracket contributes nothing, by the balance with $\varphi=V^2$, so

$$\sum_a I_aV_a=\tfrac12\sum_{ab}T_{ab}(V_a-V_b)^2\ge0.$$

In Lean, `hsplit` is the pairwise identity after summation, checked by `ring`; `hb` is the balance, and `positivity` supplies the sign.

```lean
/-- The dissipated power is half the sum of `T_ab (V_a - V_b)²`, and it is nonnegative. -/
theorem joule_heat {S : Matrix n n ℂ} (hS : S ∈ Matrix.unitaryGroup n ℂ)
    (lead : n → L) (V : L → ℝ) :
    ∑ a, current S lead V a * V a
        = (1 / 2) * ∑ a, ∑ b, transmission S lead a b * (V a - V b) ^ 2 ∧
      0 ≤ ∑ a, current S lead V a * V a := by
  have key : ∑ a, current S lead V a * V a
      = (1 / 2) * ∑ a, ∑ b, transmission S lead a b * (V a - V b) ^ 2 := by
    have hb := weighted_balance hS lead (fun a => V a ^ 2)
    -- split each term into a square and a difference that the balance removes
    have hsplit : ∑ a, current S lead V a * V a
        = (1 / 2) * ∑ a, ∑ b, transmission S lead a b * (V a - V b) ^ 2
          + (1 / 2) * (∑ a, ∑ b, transmission S lead a b * V a ^ 2
            - ∑ a, ∑ b, transmission S lead a b * V b ^ 2) := by
      simp only [current, sum_mul, mul_sum, ← sum_sub_distrib, ← sum_add_distrib]
      refine sum_congr rfl fun a _ => sum_congr rfl fun b _ => ?_
      ring
    linarith
  refine ⟨key, ?_⟩
  rw [key]
  unfold transmission
  positivity
```

**Q.** Does zero power force all voltages to be equal?

**A.** No, it forces all currents to vanish. If the sum of nonnegative terms is zero, each term is zero, so for every pair either $T_{ab}=0$ or $V_a=V_b$. Either way $T_{ab}(V_a-V_b)=0$, and hence $I_a=0$. Leads that are decoupled from each other may keep different voltages. The converse is immediate.

```lean
/-- The dissipated power vanishes exactly when the current in every lead vanishes. -/
theorem power_eq_zero_iff {S : Matrix n n ℂ} (hS : S ∈ Matrix.unitaryGroup n ℂ)
    (lead : n → L) (V : L → ℝ) :
    ∑ a, current S lead V a * V a = 0 ↔ ∀ a, current S lead V a = 0 := by
  constructor
  · intro h a
    rw [(joule_heat hS lead V).1] at h
    have hnn : ∀ a b, 0 ≤ transmission S lead a b * (V a - V b) ^ 2 := fun a b => by
      unfold transmission
      positivity
    have h0 : ∑ a, ∑ b, transmission S lead a b * (V a - V b) ^ 2 = 0 := by linarith
    have h1 := (sum_eq_zero_iff_of_nonneg
      (fun a _ => sum_nonneg fun b _ => hnn a b)).mp h0 a (mem_univ a)
    refine sum_eq_zero fun b _ => ?_
    have h2 := (sum_eq_zero_iff_of_nonneg (fun b _ => hnn a b)).mp h1 b (mem_univ b)
    rcases mul_eq_zero.mp h2 with h3 | h3
    · rw [h3, zero_mul]
    · rw [pow_eq_zero_iff two_ne_zero] at h3
      rw [h3, mul_zero]
  · intro h
    exact sum_eq_zero fun a _ => by rw [h a, zero_mul]
```

**Q.** The file also speaks of reciprocity. I associate that with reversing the magnetic field.

**A.** That relation compares the device at opposite fields and rests on microscopic reversibility. Here there is one matrix $S$, and only summed probabilities are compared. Take a group $A$ of leads with complement $A^c$, and sum the balance over $a\in A$:

$$\sum_{a\in A}\Big(\sum_{b\in A}T_{ab}+\sum_{b\in A^c}T_{ab}\Big)=\sum_{a\in A}\Big(\sum_{b\in A}T_{ba}+\sum_{b\in A^c}T_{ba}\Big).$$

The internal sums are equal after renaming indices, which is `hc` in the proof. What remains is equal transmission across the cut in both directions.

```lean
/-- Between any group of leads `A` and the remaining leads, the total transmission is the
same in both directions. -/
theorem cut_reciprocity {S : Matrix n n ℂ} (hS : S ∈ Matrix.unitaryGroup n ℂ)
    (lead : n → L) (A : Finset L) :
    ∑ a ∈ A, ∑ b ∈ Aᶜ, transmission S lead a b
      = ∑ a ∈ A, ∑ b ∈ Aᶜ, transmission S lead b a := by
  have h : ∑ a ∈ A, (∑ b ∈ A, transmission S lead a b + ∑ b ∈ Aᶜ, transmission S lead a b)
      = ∑ a ∈ A, (∑ b ∈ A, transmission S lead b a
        + ∑ b ∈ Aᶜ, transmission S lead b a) :=
    sum_congr rfl fun a _ => by
      rw [sum_add_sum_compl, sum_add_sum_compl]
      exact lead_balance hS lead a
  rw [sum_add_distrib, sum_add_distrib] at h
  -- transmission inside the group cancels
  have hc : ∑ a ∈ A, ∑ b ∈ A, transmission S lead a b
      = ∑ a ∈ A, ∑ b ∈ A, transmission S lead b a := sum_comm
  linarith
```

For two leads, numbered 0 and 1 as in Lean, the balance for lead 0 is $T_{00}+T_{01}=T_{00}+T_{10}$, so $T_{01}=T_{10}$. This holds for any number of channels in each lead, but it equates the totals and not the individual channel probabilities.

```lean
/-- With two leads, the transmission is the same in both directions. -/
theorem two_lead_reciprocity {S : Matrix n n ℂ} (hS : S ∈ Matrix.unitaryGroup n ℂ)
    (lead : n → Fin 2) : transmission S lead 0 1 = transmission S lead 1 0 := by
  have h := lead_balance hS lead 0
  rw [Fin.sum_univ_two, Fin.sum_univ_two] at h
  linarith
```

**Q.** And with three leads?

**A.** Pairwise symmetry can fail. The circulator sends channel 0 to 1, 1 to 2 and 2 to 0. Taking `id` as the lead map gives each channel its own lead, and then $T_{10}=1$ while $T_{01}=0$. The cut law survives: lead 0 sends everything to lead 1 and receives everything from lead 2. Lean checks unitarity entry by entry and evaluates the two transmissions.

```lean
/-- The circulator is unitary, yet with one channel per lead `T_10 = 1` and `T_01 = 0`. -/
theorem circulator_not_reciprocal :
    circulator ∈ Matrix.unitaryGroup (Fin 3) ℂ ∧
      transmission circulator id 1 0 = 1 ∧ transmission circulator id 0 1 = 0 := by
  refine ⟨?_, ?_, ?_⟩
  · rw [Matrix.mem_unitaryGroup_iff]
    ext i j
    fin_cases i <;> fin_cases j <;>
      simp [circulator, Matrix.mul_apply, Fin.sum_univ_succ, Matrix.star_apply]
  · simp [transmission, circulator, Finset.filter_eq']
  · simp [transmission, circulator, Finset.filter_eq']
```

**Q.** So far the power involves only voltages. What if the leads also differ in temperature?

**A.** Then the quantity to test is entropy production. Lead $a$ has inverse temperature $\beta_a$ and chemical potential $\mu_a$. A particle leaving it at energy $E$ removes heat $E-\mu_a$, which changes the lead's entropy by $\beta_a(\mu_a-E)$ in units of Boltzmann's constant. Let $f_a$ be the Fermi occupation at $E$, and put $f$ in place of $V$ in the current. The claim is

$$\sum_a I_a\,\beta_a(\mu_a-E)\ge0.$$

The proof needs a convexity inequality. Let $s(x)=x\log x+(1-x)\log(1-x)$ for $0<x<1$. From $\log z\le z-1$ with $z=u/v$ we get $v(\log u-\log v)\le u-v$ for positive $u,v$. Use this for $(u,v)=(x,y)$ and for $(1-x,1-y)$, and add:

$$y\log x+(1-y)\log(1-x)-s(y)\le0.$$

Adding $s(x)$ to both sides and rearranging gives

$$s(x)-s(y)\le(x-y)\big[\log x-\log(1-x)\big].$$

The Lean proof calls the logarithmic inequality `aux`, uses it twice, and leaves the rearrangement to `linarith`.

```lean
/-- The function `x log x + (1 - x) log (1 - x)` lies above its tangents on `(0, 1)`. -/
lemma mixing_tangent {x y : ℝ} (hx : 0 < x) (hx' : 0 < 1 - x) (hy : 0 < y)
    (hy' : 0 < 1 - y) :
    (x * Real.log x + (1 - x) * Real.log (1 - x))
        - (y * Real.log y + (1 - y) * Real.log (1 - y))
      ≤ (x - y) * (Real.log x - Real.log (1 - x)) := by
  have aux : ∀ u v : ℝ, 0 < u → 0 < v → v * (Real.log u - Real.log v) ≤ u - v := by
    intro u v hu hv
    have h := Real.log_le_sub_one_of_pos (div_pos hu hv)
    rw [Real.log_div hu.ne' hv.ne'] at h
    calc v * (Real.log u - Real.log v) ≤ v * (u / v - 1) :=
          mul_le_mul_of_nonneg_left h hv.le
      _ = u - v := by rw [mul_sub, mul_div_cancel₀ _ hv.ne', mul_one]
  have h1 := aux x y hx hy
  have h2 := aux (1 - x) (1 - y) hx' hy'
  linarith
```

**Q.** Where does the Fermi function enter?

**A.** Through the bracket. From $f_a=1/(e^{\beta_a(E-\mu_a)}+1)$ follows $1-f_a=e^{\beta_a(E-\mu_a)}f_a$, and taking logarithms gives

$$\log f_a-\log(1-f_a)=\beta_a(\mu_a-E).$$

Set $x=f_a$ and $y=f_b$ in the tangent inequality, multiply by $T_{ab}\ge0$ and sum:

$$0=\sum_{ab}T_{ab}\,[s(f_a)-s(f_b)]\le\sum_{ab}T_{ab}(f_a-f_b)\,\beta_a(\mu_a-E)=\sum_a I_a\,\beta_a(\mu_a-E).$$

The left side vanishes by the weighted balance with $\varphi_a=s(f_a)$. In the code, `hhole` and `hlog` are the two Fermi identities, `hb` is the balance, and the last line applies `mixing_tangent` to each pair.

```lean
/-- At each energy `E`, the entropy production `∑_a I_a β_a (μ_a - E)` of leads with their
own inverse temperatures and chemical potentials is nonnegative. -/
theorem entropy_production_nonneg {S : Matrix n n ℂ} (hS : S ∈ Matrix.unitaryGroup n ℂ)
    (lead : n → L) (β μ : L → ℝ) (E : ℝ) :
    0 ≤ ∑ a, current S lead (fun b => fermi (β b) (μ b) E) a * (β a * (μ a - E)) := by
  set f : L → ℝ := fun b => fermi (β b) (μ b) E with hf
  have hpos : ∀ a, 0 < f a := fun a => by
    simp only [hf, fermi]
    positivity
  have hhole : ∀ a, 1 - f a = Real.exp (β a * (E - μ a)) * f a := fun a => by
    have hne : Real.exp (β a * (E - μ a)) + 1 ≠ 0 := by positivity
    have h : (Real.exp (β a * (E - μ a)) + 1) * f a = 1 := mul_one_div_cancel hne
    linear_combination -h
  have hpos' : ∀ a, 0 < 1 - f a := fun a => by
    rw [hhole a]
    exact mul_pos (Real.exp_pos _) (hpos a)
  -- the thermodynamic force is the logarithm of the ratio of particles to holes
  have hlog : ∀ a, β a * (μ a - E) = Real.log (f a) - Real.log (1 - f a) := fun a => by
    rw [hhole a, Real.log_mul (Real.exp_pos _).ne' (hpos a).ne', Real.log_exp]
    ring
  have hb := weighted_balance hS lead
    (fun a => f a * Real.log (f a) + (1 - f a) * Real.log (1 - f a))
  rw [← sub_eq_zero] at hb
  rw [← hb]
  simp only [current, sum_mul, ← sum_sub_distrib]
  refine sum_le_sum fun a _ => sum_le_sum fun b _ => ?_
  have hT : 0 ≤ transmission S lead a b := by
    unfold transmission
    positivity
  rw [hlog a, ← mul_sub, mul_assoc]
  exact mul_le_mul_of_nonneg_left
    (mixing_tangent (hpos a) (hpos' a) (hpos b) (hpos' b)) hT

end

end LandauerDissipation
```

```lean
#print axioms LandauerDissipation.power_eq_zero_iff
#print axioms LandauerDissipation.two_lead_reciprocity
#print axioms LandauerDissipation.circulator_not_reciprocal
#print axioms LandauerDissipation.entropy_production_nonneg
```

```
'LandauerDissipation.power_eq_zero_iff' depends on axioms: [propext, Classical.choice, Quot.sound]
'LandauerDissipation.two_lead_reciprocity' depends on axioms: [propext, Classical.choice, Quot.sound]
'LandauerDissipation.circulator_not_reciprocal' depends on axioms: [propext, Classical.choice, Quot.sound]
'LandauerDissipation.entropy_production_nonneg' depends on axioms: [propext, Classical.choice, Quot.sound]
```

**Q.** That is a statement at one energy. A thermoelectric device uses all of them.

**A.** Yes, and the theorem fixes one $E$ and one $S$. For a total rate you would integrate over energy, with a unitary $S(E)$ at each energy and a convergent integral. The $\beta_a$ are finite real numbers, so the zero-temperature step function is not covered.

**Q.** Where would I meet this in a transport code?

**A.** In a multi-terminal calculation for non-interacting electrons with finitely many open channels, the balance is a check on the transmission matrix at each energy. With reflection on the diagonal, row $a$ and column $a$ must each sum to the number of open channels in lead $a$. If the code returns only transmissions between different leads, the off-diagonal row and column sums must still agree, because the diagonal entry is common to both. A mismatch beyond numerical error shows that something is wrong; possible causes include amplitudes that are not flux-normalised, a missing open channel, and absorption in the scattering region. With more than two leads, asymmetry between $T_{ab}$ and $T_{ba}$ is not in itself an error, as the circulator shows.
